# The single-column type-I Anderson matrix dXᵀ A dX vanishes for every step exactly when A is real skew-symmetric

For the linear problem `A x = b`, with `A` a real square matrix over a finite index type, `typeIMatrix A dX` is the type-I Anderson matrix `dXᵀ * A * dX`, whose columns of `dX` are read as differences of iterates. The theorem `single_column_zero_iff_skew` states that this 1×1 matrix is zero for every single-column `dX` if and only if `Aᵀ = -A`; the column is an arbitrary unnormalised real vector, not required to come from an actual iteration. The forward direction uses `typeI_quadratic_form` to show that `v ⬝ᵥ A *ᵥ v = 0` for all `v`, then polarises on `e_i + e_j`. The converse reads `typeIMatrix_skew` at the single diagonal entry, which therefore equals its own negative, rewrites the entry of the zero matrix to the real number `0`, and closes with `linarith`.

In Lean, a first try:

```lean
import Mathlib

open Matrix

namespace TypeIAndersonSolvability

variable {n m : Type*} [Fintype n] [Fintype m]

/-- The type-I Anderson matrix `dXᵀ A dX` for the linear problem `A x = b`, where the columns
of `dX` are the differences of iterates. -/
def typeIMatrix (A : Matrix n n ℝ) (dX : Matrix n m ℝ) : Matrix m m ℝ := dXᵀ * A * dX

/-- The quadratic form of the type-I matrix at `γ` is that of `A` at the step `dX γ`. -/
theorem typeI_quadratic_form (A : Matrix n n ℝ) (dX : Matrix n m ℝ) (γ : m → ℝ) :
    γ ⬝ᵥ typeIMatrix A dX *ᵥ γ = (dX *ᵥ γ) ⬝ᵥ A *ᵥ (dX *ᵥ γ) := by
  unfold typeIMatrix
  rw [← mulVec_mulVec, ← mulVec_mulVec, dotProduct_mulVec, vecMul_transpose]

omit [Fintype m] in
/-- For skew-symmetric `A` the type-I matrix is skew-symmetric. -/
theorem typeIMatrix_skew {A : Matrix n n ℝ} (hA : Aᵀ = -A) (dX : Matrix n m ℝ) :
    (typeIMatrix A dX)ᵀ = -typeIMatrix A dX := by
  unfold typeIMatrix
  rw [transpose_mul, transpose_mul, transpose_transpose, hA, Matrix.neg_mul, Matrix.mul_neg,
    Matrix.mul_assoc]

/-- The type-I matrix vanishes for every single-column `dX` exactly when `A` is
skew-symmetric. -/
theorem single_column_zero_iff_skew (A : Matrix n n ℝ) :
    (∀ dX : Matrix n (Fin 1) ℝ, typeIMatrix A dX = 0) ↔ Aᵀ = -A := by
  classical
  constructor
  · intro h
    -- the quadratic form of `A` vanishes identically
    have hq : ∀ v : n → ℝ, v ⬝ᵥ A *ᵥ v = 0 := fun v => by
      have hv : (Matrix.of fun i (_ : Fin 1) => v i) *ᵥ (fun _ => (1 : ℝ)) = v := by
        ext i
        simp [mulVec, dotProduct]
      have h1 := typeI_quadratic_form A (Matrix.of fun i (_ : Fin 1) => v i) (fun _ => 1)
      rw [h, zero_mulVec, dotProduct_zero, hv] at h1
      exact h1.symm
    have key : ∀ a b : n,
        (Pi.single a 1 : n → ℝ) ⬝ᵥ A *ᵥ (Pi.single b 1 : n → ℝ) = A a b := fun a b => by
      first
        | (simp [mulVec, dotProduct, Pi.single_apply]; done)
        | simp
    -- polarisation on `e_i + e_j`
    ext i j
    have h1 := hq (Pi.single i 1 + Pi.single j 1)
    have h2 := hq (Pi.single i 1)
    have h3 := hq (Pi.single j 1)
    rw [mulVec_add, add_dotProduct, dotProduct_add, dotProduct_add, h2, h3, key, key] at h1
    rw [transpose_apply, neg_apply]
    linarith
  · intro hA dX
    ext i j
    obtain rfl : i = j := Subsingleton.elim i j
    have h := congrFun (congrFun (typeIMatrix_skew hA dX) i) i
    rw [transpose_apply, neg_apply] at h
    rw [zero_apply]
    linarith

end TypeIAndersonSolvability
```

The error:

```
Main.lean:60:8: error: Ambiguous term
  zero_apply
Possible interpretations:
  _root_.zero_apply : ∀ (x : ?m.377), 0 x = 0
  
  Matrix.zero_apply : ∀ (i : ?m.376) (j : ?m.377), 0 i j = 0
```

Diagnosis. The one error is at `rw [zero_apply]` in the converse direction. Under `open Matrix` the short name `zero_apply` resolves to two declarations, both listed in the message: `_root_.zero_apply`, stating `0 x = 0` for one argument, and `Matrix.zero_apply`, stating `0 i j = 0` for two indices. Both readings elaborate with their arguments left as metavariables, so Lean does not choose between them and reports the term as ambiguous before any rewriting. The goal's right side is the zero `Fin 1 × Fin 1` matrix at `i i`, which is the shape of `Matrix.zero_apply`. Writing that full name removes the ambiguity, the rewrite turns the entry into `0`, and `linarith` concludes from `h`, which says the entry equals its negative.

The other changes are tidying, since no message concerns them. `transpose_apply` and `neg_apply` receive the `Matrix.` prefix in both directions. The `first` combinator in `key` is replaced by the `simp` call of its first branch, which closes the goal alone.

After these edits no error is left:

```diff
@@ -42,7 +42,5 @@
     have key : ∀ a b : n,
         (Pi.single a 1 : n → ℝ) ⬝ᵥ A *ᵥ (Pi.single b 1 : n → ℝ) = A a b := fun a b => by
-      first
-        | (simp [mulVec, dotProduct, Pi.single_apply]; done)
-        | simp
+      simp [mulVec, dotProduct, Pi.single_apply]
     -- polarisation on `e_i + e_j`
     ext i j
@@ -51,5 +49,5 @@
     have h3 := hq (Pi.single j 1)
     rw [mulVec_add, add_dotProduct, dotProduct_add, dotProduct_add, h2, h3, key, key] at h1
-    rw [transpose_apply, neg_apply]
+    rw [Matrix.transpose_apply, Matrix.neg_apply]
     linarith
   · intro hA dX
@@ -57,6 +55,6 @@
     obtain rfl : i = j := Subsingleton.elim i j
     have h := congrFun (congrFun (typeIMatrix_skew hA dX) i) i
-    rw [transpose_apply, neg_apply] at h
-    rw [zero_apply]
+    rw [Matrix.transpose_apply, Matrix.neg_apply] at h
+    rw [Matrix.zero_apply]
     linarith
 
```
